# SCAN-form exchange satisfies 0 < F ≤ 1.174 when k1 ≤ 0.174 and d ≤ 1/0.174

## Does the enhancement factor stay positive and at most 1.174 everywhere?

Let s ≥ 0 be the reduced density gradient and α ≥ 0 the iso-orbital indicator, which is 0 for a single-orbital density and 1 for the uniform gas. For a spin-unpolarised density, SCAN multiplies the exchange energy density of the uniform gas by

F = (h1 + f(α)(1.174 − h1)) g

Here h1(s, α) lies between 1 and 1 + k1, g(s) is a damping factor with 0 < g ≤ 1, and f falls from 1 at α = 0 through 0 at α = 1 towards −d as α → ∞.

For α > 1 the switch f is negative, so the second term pulls F down. I believe that F still stays in the interval (0, 1.174] if k1 and d are not too large, whatever the positive decay constants in f. I would like to see this made rigorous and machine-checked, including how large d may be.

## The bounds hold, and 1/0.174 is the exact limit on d

The remaining definitions are

h1 = 1 + k1 − k1/(1 + x/k1)

x = μs²(1 + (b4 s²/μ) exp(−|b4|s²/μ)) + (b1 s² + b2(1 − α) exp(−b3(1 − α)²))²

f(α) = exp(−c1 α/(1 − α)) for α < 1

f(α) = −d exp(c2/(1 − α)) for α > 1

with f(1) = 0. The constants μ, k1, b3, c1, c2 and d are positive, while b1, b2 and b4 are any real numbers. The damping is g(s) = 1 − exp(−a/√s) with a > 0, and g(0) = 1.

The number 1.174 comes from a bound for spin-unpolarised two-electron densities: their exchange energy is at most 1.174 times the local-density value in magnitude. SCAN imposes this limit on F at every s and α. The condition k1 ≤ 0.174 keeps h1 below that value, and d sets how far exchange is weakened at large α.

### From the sign of x to the bounds on F

**x is not negative.** Put t = |b4|s²/μ. Then b4 s²/μ ≥ −t, and t ≤ exp(t) gives t exp(−t) ≤ 1, so

1 + (b4 s²/μ) exp(−t) ≥ 1 − t exp(−t) ≥ 0

The first term of x is therefore non-negative, and the second is a square.

**h1 lies between 1 and 1 + k1.** Since x/k1 ≥ 0, the quotient k1/(1 + x/k1) is positive and at most k1.

**f lies above −d and does not exceed 1.** For 0 ≤ α < 1 the exponent −c1 α/(1 − α) is at most 0, so 0 < f ≤ 1. For α > 1 the exponent c2/(1 − α) is negative, so −d < f < 0. At α = 1, f = 0.

**Lower bound.** Write G = h1 + f(1.174 − h1), so that F = Gg. From (h1 − 1)(1 − f) ≥ 0 we get h1(1 − f) ≥ 1 − f, hence

G = h1(1 − f) + 1.174 f ≥ 1 + 0.174 f > 1 − 0.174 d ≥ 0

**Upper bound.** Since h1 ≤ 1 + k1 ≤ 1.174,

1.174 − G = (1.174 − h1)(1 − f) ≥ 0

Multiplying G by g, with 0 < g ≤ 1, gives 0 < F ≤ G ≤ 1.174. At α = 0 we have f = 1 and F = 1.174 g, so the upper bound is attained at s = 0.

**Large α.** At s = 0,

x = b2²(1 − α)² exp(−2b3(1 − α)²) → 0

so h1 → 1. Also c2/(1 − α) → 0, so f → −d. With g = 1,

F → 1 − d(1.174 − 1) = 1 − 0.174 d

If F is positive for all s and α, this limit cannot be negative, which forces d ≤ 1/0.174. At equality the limit is 0, but F is positive at every finite α.

### The published constants at s = 0, α = 2

Take k1 = 0.065, b2² = 0.0146, b3 = 0.5, c2 = 0.8 and d = 1.24. Then

x = 0.0146 exp(−1) ≈ 0.00537

h1 ≈ 1.065 − 0.065/1.0826 ≈ 1.0050

f = −1.24 exp(−0.8) ≈ −0.5572

F ≈ 1.0050 − 0.5572 × 0.1690 ≈ 0.911

The estimate 1 + 0.174 f gives 0.903, just below this value. As α → ∞, F tends to 1 − 0.174 × 1.24 = 0.78424.

### What the theorems say

A term `p : Params` is a choice of the nine constants together with proofs that six of them are positive. The functions `xVar`, `hOne`, `switch`, `damping` and `enhancement` are x, h1, f, g and F. Decimals such as `1.174` are exact real numbers, not floating-point values.

- `enhancement_bounds` assumes k1 ≤ 0.174 and d ≤ 1/0.174, and states 0 < F ≤ 1.174 for every real `s`, every `α ≥ 0` and every number `g` with 0 < g ≤ 1. Here `g` is a free argument, so the result applies to any damping with values in that range.
- `enhancement_tendsto` gives the limit 1 − 0.174 d at `s = 0` and `g = 1`; `atTop` means α → ∞.
- `enhancement_pos_iff` uses the actual damping g(s) and states that, for k1 ≤ 0.174, F is positive for all s, α ≥ 0 exactly when d ≤ 1/0.174.
- `published_scan` applies the bounds and the limit to the published constants, with a = 4.9479.

In these theorems s and α are independent real variables. They are not computed from a density, and there is no exchange energy integral, spin scaling or correlation. The smoothness of f at α = 1 is not treated either.

For electronic structure calculations, the bounds mean that this spin-unpolarised, semilocal exchange energy density is negative wherever the density is positive, and at most 1.174 times the uniform-gas value in magnitude.

### The Lean file

```lean
import Mathlib

open Filter Topology

namespace ScanExchange

noncomputable section

/-- The constants of a SCAN-type exchange functional, with the signs required of them. -/
structure Params where
  mu : ℝ
  k1 : ℝ
  b1 : ℝ
  b2 : ℝ
  b3 : ℝ
  b4 : ℝ
  c1 : ℝ
  c2 : ℝ
  d : ℝ
  mu_pos : 0 < mu
  k1_pos : 0 < k1
  b3_pos : 0 < b3
  c1_pos : 0 < c1
  c2_pos : 0 < c2
  d_pos : 0 < d

/-- The variable `x(s, α)` built from the reduced gradient `s` and the
iso-orbital indicator `α`. -/
def xVar (p : Params) (s α : ℝ) : ℝ :=
  p.mu * s ^ 2 * (1 + p.b4 * s ^ 2 / p.mu * Real.exp (-(|p.b4| * s ^ 2 / p.mu)))
    + (p.b1 * s ^ 2 + p.b2 * (1 - α) * Real.exp (-(p.b3 * (1 - α) ^ 2))) ^ 2

/-- The enhancement `h1 = 1 + k1 - k1 / (1 + x / k1)`. -/
def hOne (p : Params) (s α : ℝ) : ℝ :=
  1 + p.k1 - p.k1 / (1 + xVar p s α / p.k1)

/-- The switching function `f(α)`, with separate branches below and above `α = 1`
and the value zero at `α = 1`. -/
def switch (p : Params) (α : ℝ) : ℝ :=
  if α < 1 then Real.exp (-(p.c1 * α / (1 - α)))
  else if 1 < α then -p.d * Real.exp (p.c2 / (1 - α))
  else 0

/-- The exchange enhancement factor `F = (h1 + f (1.174 - h1)) g` for a damping value `g`. -/
def enhancement (p : Params) (g s α : ℝ) : ℝ :=
  (hOne p s α + switch p α * (1.174 - hOne p s α)) * g

/-- The gradient damping `g(s) = 1 - exp(-a / √s)`, with the value one at `s = 0`. -/
def damping (a s : ℝ) : ℝ :=
  if s = 0 then 1 else 1 - Real.exp (-(a / √s))

/-- The variable `x` is never negative, whatever the sign of `b4`. -/
theorem xVar_nonneg (p : Params) (s α : ℝ) : 0 ≤ xVar p s α := by
  have hmu := p.mu_pos
  -- the fourth-order correction is controlled by t exp(-t) ≤ 1
  have key : ∀ B t : ℝ, -t ≤ B → 0 ≤ 1 + B * Real.exp (-t) := by
    intro B t h
    have h1 := mul_le_mul_of_nonneg_right h (Real.exp_pos (-t)).le
    have h2 : t ≤ Real.exp t := by linarith [Real.add_one_le_exp t]
    have h3 := mul_le_mul_of_nonneg_right h2 (Real.exp_pos (-t)).le
    have h4 : Real.exp t * Real.exp (-t) = 1 := by
      rw [← Real.exp_add, add_neg_cancel, Real.exp_zero]
    nlinarith
  have hB : -(|p.b4| * s ^ 2 / p.mu) ≤ p.b4 * s ^ 2 / p.mu := by
    calc -(|p.b4| * s ^ 2 / p.mu) = (-|p.b4|) * s ^ 2 / p.mu := by ring
      _ ≤ p.b4 * s ^ 2 / p.mu := by
        gcongr
        exact neg_abs_le _
  exact add_nonneg (mul_nonneg (by positivity) (key _ _ hB)) (sq_nonneg _)

/-- The enhancement `h1` lies between `1` and `1 + k1`. -/
theorem hOne_bounds (p : Params) (s α : ℝ) :
    1 ≤ hOne p s α ∧ hOne p s α ≤ 1 + p.k1 := by
  have hk := p.k1_pos
  have hx : 0 ≤ xVar p s α / p.k1 := div_nonneg (xVar_nonneg p s α) hk.le
  have h1 : p.k1 / (1 + xVar p s α / p.k1) ≤ p.k1 := div_le_self hk.le (by linarith)
  have h2 : 0 < p.k1 / (1 + xVar p s α / p.k1) := div_pos hk (by linarith)
  unfold hOne
  constructor <;> linarith

/-- For `α ≥ 0` the switching function stays strictly above `-d` and does not exceed one. -/
theorem switch_bounds (p : Params) {α : ℝ} (hα : 0 ≤ α) :
    -p.d < switch p α ∧ switch p α ≤ 1 := by
  have hd := p.d_pos
  unfold switch
  split_ifs with h h'
  · have h0 : 0 ≤ p.c1 * α / (1 - α) :=
      div_nonneg (mul_nonneg p.c1_pos.le hα) (by linarith)
    constructor
    · linarith [Real.exp_pos (-(p.c1 * α / (1 - α)))]
    · exact Real.exp_le_one_iff.mpr (by linarith)
  · have h0 : p.c2 / (1 - α) < 0 := div_neg_of_pos_of_neg p.c2_pos (by linarith)
    have h1 : Real.exp (p.c2 / (1 - α)) < 1 := Real.exp_lt_one_iff.mpr h0
    have h2 := mul_lt_mul_of_pos_left h1 hd
    have h3 := mul_pos hd (Real.exp_pos (p.c2 / (1 - α)))
    constructor <;> linarith
  · constructor <;> linarith

/-- If `k1 ≤ 0.174` and `d ≤ 1/0.174`, then `0 < F ≤ 1.174` for every reduced gradient,
every `α ≥ 0` and every damping value `0 < g ≤ 1`. -/
theorem enhancement_bounds (p : Params) (hk : p.k1 ≤ 0.174) (hd : p.d ≤ 1 / 0.174)
    {g α : ℝ} (s : ℝ) (hα : 0 ≤ α) (hg : 0 < g) (hg1 : g ≤ 1) :
    0 < enhancement p g s α ∧ enhancement p g s α ≤ 1.174 := by
  obtain ⟨h1, h2⟩ := hOne_bounds p s α
  obtain ⟨f1, f2⟩ := switch_bounds p hα
  rw [le_div_iff₀ (by norm_num)] at hd
  unfold enhancement
  generalize hOne p s α = h at *
  generalize switch p α = f at *
  norm_num at hk hd ⊢
  -- both bounds come from the sign of a product with 1 - f
  have lower : 0 < h + f * (587 / 500 - h) := by
    have := mul_nonneg (sub_nonneg.mpr h1) (sub_nonneg.mpr f2)
    nlinarith
  have upper : h + f * (587 / 500 - h) ≤ 587 / 500 := by
    have h3 : 0 ≤ 587 / 500 - h := by linarith
    have := mul_nonneg h3 (sub_nonneg.mpr f2)
    nlinarith
  exact ⟨mul_pos lower hg, (mul_le_of_le_one_right lower.le hg1).trans upper⟩

/-- At `α = 0` the enhancement factor is exactly `1.174 g`. -/
theorem enhancement_alpha_zero (p : Params) (g s : ℝ) :
    enhancement p g s 0 = 1.174 * g := by
  have hf : switch p 0 = 1 := by simp [switch]
  rw [enhancement, hf]
  ring

/-- For `a > 0` and `s ≥ 0` the gradient damping satisfies `0 < g(s) ≤ 1`. -/
theorem damping_bounds {a s : ℝ} (ha : 0 < a) (hs : 0 ≤ s) :
    0 < damping a s ∧ damping a s ≤ 1 := by
  unfold damping
  split_ifs with h
  · norm_num
  · have h0 : 0 < a / √s :=
      div_pos ha (Real.sqrt_pos.mpr (lt_of_le_of_ne hs (Ne.symm h)))
    have h1 : Real.exp (-(a / √s)) < 1 := Real.exp_lt_one_iff.mpr (by linarith)
    constructor <;> linarith [Real.exp_pos (-(a / √s))]

/-- At `s = 0` and `g = 1`, the enhancement factor tends to `1 - 0.174 d` as `α → ∞`. -/
theorem enhancement_tendsto (p : Params) :
    Tendsto (fun α => enhancement p 1 0 α) atTop (𝓝 (1 - 0.174 * p.d)) := by
  have hb := p.b3_pos
  -- Gaussian decay sends x to zero
  have hx : Tendsto (fun α => xVar p 0 α) atTop (𝓝 0) := by
    have hsq : Tendsto (fun α : ℝ => (1 - α) ^ 2) atTop atTop :=
      tendsto_atTop_mono
        (fun α => by
          change α + -2 ≤ (1 - α) ^ 2
          nlinarith [sq_nonneg (α - 3 / 2)])
        (tendsto_atTop_add_const_right atTop (-2 : ℝ) tendsto_id)
    have hu : Tendsto (fun α : ℝ => 2 * p.b3 * (1 - α) ^ 2) atTop atTop :=
      hsq.const_mul_atTop (by positivity)
    have h := ((Real.tendsto_pow_mul_exp_neg_atTop_nhds_zero 1).comp hu).const_mul
      (p.b2 ^ 2 / (2 * p.b3))
    rw [mul_zero] at h
    refine h.congr (fun α => ?_)
    have he : Real.exp (-(2 * p.b3 * (1 - α) ^ 2))
        = Real.exp (-(p.b3 * (1 - α) ^ 2)) * Real.exp (-(p.b3 * (1 - α) ^ 2)) := by
      rw [← Real.exp_add]
      congr 1
      ring
    have h0 : xVar p 0 α = p.b2 ^ 2 * (1 - α) ^ 2 *
        (Real.exp (-(p.b3 * (1 - α) ^ 2)) * Real.exp (-(p.b3 * (1 - α) ^ 2))) := by
      unfold xVar
      ring
    have hc : p.b2 ^ 2 / (2 * p.b3) * (2 * p.b3) = p.b2 ^ 2 :=
      div_mul_cancel₀ _ (by positivity)
    rw [h0, ← he]
    change p.b2 ^ 2 / (2 * p.b3) * ((2 * p.b3 * (1 - α) ^ 2) ^ 1 *
      Real.exp (-(2 * p.b3 * (1 - α) ^ 2))) = _
    linear_combination (1 - α) ^ 2 * Real.exp (-(2 * p.b3 * (1 - α) ^ 2)) * hc
  have hh : Tendsto (fun α => hOne p 0 α) atTop
      (𝓝 (1 + p.k1 - p.k1 / (1 + 0 / p.k1))) :=
    tendsto_const_nhds.sub
      (tendsto_const_nhds.div ((hx.div_const _).const_add 1) (by simp))
  have e : 1 + p.k1 - p.k1 / (1 + 0 / p.k1) = 1 := by simp
  rw [e] at hh
  -- the switching function tends to -d
  have hf : Tendsto (fun α => switch p α) atTop (𝓝 (-p.d)) := by
    have hi : Tendsto (fun α : ℝ => (α + -1)⁻¹) atTop (𝓝 0) :=
      tendsto_inv_atTop_zero.comp
        (tendsto_atTop_add_const_right atTop (-1 : ℝ) tendsto_id)
    have h := ((Real.continuous_exp.tendsto (-p.c2 * 0)).comp
      (hi.const_mul (-p.c2))).const_mul (-p.d)
    rw [mul_zero, Real.exp_zero, mul_one] at h
    refine h.congr' ?_
    filter_upwards [eventually_gt_atTop (1 : ℝ)] with α hα
    have ha : p.c2 / (1 - α) = -p.c2 * (α + -1)⁻¹ := by
      rw [← sub_eq_add_neg, ← neg_sub α 1, div_neg, div_eq_mul_inv, neg_mul]
    rw [switch, if_neg (not_lt.mpr hα.le), if_pos hα, ha]
    rfl
  have h := (hh.add (hf.mul (hh.const_sub 1.174))).mul_const 1
  have e2 : (1 + -p.d * (1.174 - 1)) * 1 = 1 - 0.174 * p.d := by
    ring
  rw [e2] at h
  exact h

/-- For `k1 ≤ 0.174` and `a > 0`, the damped enhancement factor is positive for all
`s, α ≥ 0` exactly when `d ≤ 1/0.174`. -/
theorem enhancement_pos_iff (p : Params) (hk : p.k1 ≤ 0.174) {a : ℝ} (ha : 0 < a) :
    (∀ s α : ℝ, 0 ≤ s → 0 ≤ α → 0 < enhancement p (damping a s) s α)
      ↔ p.d ≤ 1 / 0.174 := by
  constructor
  · intro h
    have h0 : 0 ≤ 1 - 0.174 * p.d := by
      refine ge_of_tendsto (enhancement_tendsto p) ?_
      filter_upwards [eventually_ge_atTop (0 : ℝ)] with α hα
      have h1 := h 0 α le_rfl hα
      rw [damping, if_pos rfl] at h1
      exact h1.le
    rw [le_div_iff₀ (by norm_num)]
    linarith
  · intro hd s α hs hα
    obtain ⟨g0, g1⟩ := damping_bounds ha hs
    exact (enhancement_bounds p hk hd s hα g0 g1).1

/-- The published constants of SCAN exchange. -/
def published : Params where
  mu := 10 / 81
  k1 := 0.065
  b1 := (511 / 13500) / (2 * √(5913 / 405000))
  b2 := √(5913 / 405000)
  b3 := 0.5
  b4 := (10 / 81) ^ 2 / 0.065 - 1606 / 18225
    - ((511 / 13500) / (2 * √(5913 / 405000))) ^ 2
  c1 := 0.667
  c2 := 0.8
  d := 1.24
  mu_pos := by norm_num
  k1_pos := by norm_num
  b3_pos := by norm_num
  c1_pos := by norm_num
  c2_pos := by norm_num
  d_pos := by norm_num

/-- With the published constants, `0 < F ≤ 1.174` for all `s, α ≥ 0`, and at `s = 0` the
enhancement factor tends to `0.78424` as `α → ∞`. -/
theorem published_scan :
    (∀ s α : ℝ, 0 ≤ s → 0 ≤ α →
      0 < enhancement published (damping 4.9479 s) s α ∧
        enhancement published (damping 4.9479 s) s α ≤ 1.174) ∧
    Tendsto (fun α => enhancement published (damping 4.9479 0) 0 α) atTop
      (𝓝 0.78424) := by
  constructor
  · intro s α hs hα
    obtain ⟨g0, g1⟩ := damping_bounds (a := 4.9479) (by norm_num) hs
    refine enhancement_bounds published ?_ ?_ s hα g0 g1
    · change (0.065 : ℝ) ≤ 0.174
      norm_num
    · change (1.24 : ℝ) ≤ 1 / 0.174
      norm_num
  · have h := enhancement_tendsto published
    have e : 1 - 0.174 * published.d = 0.78424 := by
      change (1 : ℝ) - 0.174 * 1.24 = 0.78424
      norm_num
    have hg : damping 4.9479 0 = 1 := if_pos rfl
    rw [e] at h
    rw [hg]
    exact h

end

end ScanExchange
```

```lean
#print axioms ScanExchange.enhancement_alpha_zero
-- 'ScanExchange.enhancement_alpha_zero' depends on axioms: [propext, Classical.choice, Quot.sound]
#print axioms ScanExchange.enhancement_pos_iff
-- 'ScanExchange.enhancement_pos_iff' depends on axioms: [propext, Classical.choice, Quot.sound]
#print axioms ScanExchange.published_scan
-- 'ScanExchange.published_scan' depends on axioms: [propext, Classical.choice, Quot.sound]
```

### How the proof follows the derivation

In `xVar_nonneg`, the local statement `key` is the inequality 1 + B exp(−t) ≥ 0 whenever B ≥ −t. It comes from `Real.add_one_le_exp`, which gives t ≤ exp(t), after multiplication by exp(−t). The fact `hB` supplies B = b4 s²/μ for either sign of b4.

`hOne_bounds` bounds the quotient k1/(1 + x/k1) from both sides. `switch_bounds` uses `split_ifs` to separate α < 1, α > 1 and α = 1. In the first two cases the bounds follow from the sign of the exponent, the positivity of the exponential and d > 0; in the third, f = 0 and d > 0 suffice.

In `enhancement_bounds`, the two `generalize` steps replace h1 and f by plain real numbers `h` and `f` of which only the bounds are kept. The fraction `587 / 500` is 1.174. For `lower` and `upper`, the proof supplies the products (h − 1)(1 − f) ≥ 0 and (1.174 − h)(1 − f) ≥ 0, and `nlinarith` completes the algebra. The last line brings in the damping. `damping_bounds` shows that g(s) lies in the required range, and `enhancement_alpha_zero` is the identity F = 1.174 g at α = 0.

For the limit, `enhancement_tendsto` sets u = 2b3(1 − α)² and writes x at s = 0 as

x = (b2²/(2b3)) u exp(−u)

Mathlib's limit of u exp(−u) then gives `hx`, and `hh` carries it over to h1 → 1. The limit of f, `hf`, uses the continuity of the exponential at 0; `filter_upwards` restricts attention to α > 1, where the second branch of f applies. The limits are then combined by sums and products.

In `enhancement_pos_iff`, the forward direction uses `ge_of_tendsto`: a limit of positive values is at least 0. The reverse direction is `enhancement_bounds` with the actual damping inserted. For `published_scan` it remains to check 0.065 ≤ 0.174, 1.24 ≤ 1/0.174 and the value 0.78424, which `norm_num` does.
